# Symmetric two-body collisions with smeared energy conservation never cool a Fermi–Dirac distribution

Let electrons occupy finitely many states with energies $E_a$, and let $W_{ab,cd}\ge 0$ be the rate of the process $ab\to cd$, symmetric under exchange of the incoming particles and under reversal. At a Fermi–Dirac occupation with temperature $T>0$ and any chemical potential $\mu$, collisions change the total energy at a rate $\dot E\ge 0$. Equality holds exactly when $E_a+E_b=E_c+E_d$ for every process with $W_{ab,cd}>0$.

This bears on electron–electron collision integrals evaluated on a finite grid with a broadened energy delta function: within this model of independent-particle energies, the broadening itself can heat an equilibrium distribution.

In Lean 4 with Mathlib:

```lean
import Mathlib

noncomputable section

namespace SmearingHeating

variable {ι : Type*}
```

## Occupations, rates and mismatch

The type `ι` labels the states, spin and momentum included. A process needs filled initial and empty final states, so an occupation $f$ enters through

$$F_{ab,cd}=f_af_b(1-f_c)(1-f_d).$$

```lean
/-- Pauli-blocked occupation factor of the process `a b → c d`: both initial states are
filled and both final states are empty. -/
def flux (f : ι → ℝ) (a b c d : ι) : ℝ := f a * f b * (1 - f c) * (1 - f d)
```

With temperature measured in energy units, the Fermi–Dirac occupation is $f_a=1/(e^{(E_a-\mu)/T}+1)$.

```lean
/-- Fermi-Dirac occupation of the states with energies `E` at chemical potential `μ` and
temperature `T ≠ 0`, in units with Boltzmann constant one. -/
def fermi (E : ι → ℝ) (μ T : ℝ) (i : ι) : ℝ := 1 / (Real.exp ((E i - μ) / T) + 1)
```

Write $\Delta=E_a+E_b-E_c-E_d$ for the energy that the electrons lose in $ab\to cd$. The steps below lead to the heating term

$$h_{ab,cd}=W_{ab,cd}\,F_{ab,cd}\,\Delta\,(e^{\Delta/T}-1).$$

```lean
/-- Heating term of the process `a b → c d`: the net rate of energy gain from this process and its
reverse, both with rate `W a b c d`, in a Fermi-Dirac distribution of temperature `T ≠ 0`. -/
def heat (E : ι → ℝ) (W : ι → ι → ι → ι → ℝ) (μ T : ℝ) (a b c d : ι) : ℝ :=
  W a b c d * flux (fermi E μ T) a b c d *
    ((E a + E b - E c - E d) * (Real.exp ((E a + E b - E c - E d) / T) - 1))
```

Nothing in $W$ enforces $\Delta=0$. A common smeared choice is a squared matrix element $M_{ab,cd}$ times a normalised Lorentzian,

$$W_{ab,cd}=M_{ab,cd}\,\frac{\eta/\pi}{\Delta^2+\eta^2},$$

with constant prefactors such as $2\pi/\hbar$ absorbed in $M$.

```lean
/-- Two-body rates with squared matrix elements `M` and energy conservation smeared into a
normalised Lorentzian of width `η > 0`. -/
def lorentzRate (M : ι → ι → ι → ι → ℝ) (E : ι → ℝ) (η : ℝ) (a b c d : ι) : ℝ :=
  M a b c d * (η / Real.pi / ((E a + E b - E c - E d) ^ 2 + η ^ 2))
```

## Forward and reverse processes at equilibrium

Put $x=(E_a-\mu)/T$. Then $1-f_a=e^x/(e^x+1)=e^xf_a$.

```lean
/-- The empty fraction of a state in a Fermi-Dirac distribution is its filled fraction times
the inverse Boltzmann factor. -/
theorem one_sub_fermi (E : ι → ℝ) (μ T : ℝ) (i : ι) :
    1 - fermi E μ T i = Real.exp ((E i - μ) / T) * fermi E μ T i := by
  have h0 : Real.exp ((E i - μ) / T) + 1 ≠ 0 := by positivity
  have h := mul_one_div_cancel h0
  unfold fermi
  linear_combination -h
```

Applying this to the two empty states of each process gives

$$F_{cd,ab}=e^{(E_a+E_b-2\mu)/T}f_af_bf_cf_d,\qquad F_{ab,cd}=e^{(E_c+E_d-2\mu)/T}f_af_bf_cf_d.$$

The chemical potential cancels in the ratio, so $F_{cd,ab}=e^{\Delta/T}F_{ab,cd}$. In the code, `hx` is the identity between the exponentials, and `linear_combination` multiplies it by the four occupations.

```lean
/-- In a Fermi-Dirac distribution the occupation factors of a process and its reverse differ
by the Boltzmann factor of the energy mismatch. -/
theorem reverse_flux (E : ι → ℝ) (μ T : ℝ) (a b c d : ι) :
    flux (fermi E μ T) c d a b =
      Real.exp ((E a + E b - E c - E d) / T) * flux (fermi E μ T) a b c d := by
  have hx : Real.exp ((E a - μ) / T) * Real.exp ((E b - μ) / T) =
      Real.exp ((E a + E b - E c - E d) / T) *
        (Real.exp ((E c - μ) / T) * Real.exp ((E d - μ) / T)) := by
    simp only [← Real.exp_add]
    congr 1
    ring
  simp only [flux, one_sub_fermi]
  linear_combination
    (fermi E μ T a * fermi E μ T b * fermi E μ T c * fermi E μ T d) * hx
```

If $\Delta>0$, then $e^{\Delta/T}-1>0$; if $\Delta<0$, both factors are negative. Their product is therefore positive whenever $\Delta\ne0$. Since $0<f_a<1$, also $F_{ab,cd}>0$. Hence $h_{ab,cd}\ge0$, strictly if $W_{ab,cd}>0$ and $\Delta\neq0$. The lemma proves the sign of the product as `hsign` and that of the occupation factor as `hflux`.

```lean
/-- At positive temperature, the heating term of a process with nonnegative rate is nonnegative, and
it is positive if the rate is positive and the energy mismatch nonzero. -/
theorem heat_sign (E : ι → ℝ) (W : ι → ι → ι → ι → ℝ) (μ : ℝ) {T : ℝ} (hT : 0 < T)
    (a b c d : ι) (hW : 0 ≤ W a b c d) :
    0 ≤ heat E W μ T a b c d ∧
      (0 < W a b c d → E a + E b ≠ E c + E d → 0 < heat E W μ T a b c d) := by
  have hf : ∀ i, 0 < fermi E μ T i := fun i => by unfold fermi; positivity
  have hg : ∀ i, 0 < 1 - fermi E μ T i := fun i => by
    rw [one_sub_fermi]
    exact mul_pos (Real.exp_pos _) (hf i)
  have hflux : 0 < flux (fermi E μ T) a b c d :=
    mul_pos (mul_pos (mul_pos (hf a) (hf b)) (hg c)) (hg d)
  -- the mismatch and `exp (mismatch / T) - 1` have the same sign
  have hsign : ∀ x : ℝ, x ≠ 0 → 0 < x * (Real.exp (x / T) - 1) := by
    intro x hx
    rcases lt_or_gt_of_ne hx with h | h
    · have h1 : Real.exp (x / T) < 1 := Real.exp_lt_one_iff.mpr (div_neg_of_neg_of_pos h hT)
      exact mul_pos_of_neg_of_neg h (by linarith)
    · have h1 : 1 < Real.exp (x / T) := Real.one_lt_exp_iff.mpr (div_pos h hT)
      exact mul_pos h (by linarith)
  constructor
  · by_cases h : E a + E b - E c - E d = 0
    · simp [heat, h]
    · exact mul_nonneg (mul_nonneg hW hflux.le) (hsign _ h).le
  · intro hpos hE
    exact mul_pos (mul_pos hpos hflux) (hsign _ fun h => hE (by linarith))
```

## From the collision term to the heating terms

The collision term is gain minus loss:

$$C_a=\sum_{b,c,d}W_{ab,cd}\,(F_{cd,ab}-F_{ab,cd}).$$

The sum runs over ordered labels, with any counting factor absorbed in $W$. Terms with $a=b$ or $c=d$ are allowed; for fermions their rates should be set to zero.

```lean
variable [Fintype ι]

/-- Two-body collision term with Pauli blocking, for rates symmetric under exchange of the incoming
particles and under reversal: scattering into state `a` minus scattering out of it, summed over the
other three states. -/
def collision (W : ι → ι → ι → ι → ℝ) (f : ι → ℝ) (a : ι) : ℝ :=
  ∑ b, ∑ c, ∑ d, W a b c d * (flux f c d a b - flux f a b c d)
```

The energy rate is $\dot E=\sum_aE_aC_a$.

```lean
/-- Rate at which the collision term `collision W f` changes the total energy of the electrons. -/
def energyRate (E : ι → ℝ) (W : ι → ι → ι → ι → ℝ) (f : ι → ℝ) : ℝ :=
  ∑ a, E a * collision W f a
```

Let $G_{ab,cd}$ be even under $a\leftrightarrow b$ and odd under reversal, and put $S=\sum E_aG_{ab,cd}$, summed over all four labels. Relabelling gives

$$\sum E_bG_{ab,cd}=S,\qquad \sum E_cG_{ab,cd}=\sum E_aG_{cd,ab}=-S,\qquad \sum E_dG_{ab,cd}=-S.$$

Therefore $\sum\Delta\,G_{ab,cd}=4S$. The three relabellings are `h2`, `h3` and `h4`.

```lean
/-- If `G` is even under exchange of the incoming particles and odd under reversal, its sum weighted
with the energy mismatch is four times its sum weighted with the first energy. -/
theorem sum_mismatch (E : ι → ℝ) (G : ι → ι → ι → ι → ℝ)
    (hs : ∀ a b c d, G b a c d = G a b c d) (hr : ∀ a b c d, G c d a b = -G a b c d) :
    ∑ a, ∑ b, ∑ c, ∑ d, (E a + E b - E c - E d) * G a b c d =
      4 * ∑ a, ∑ b, ∑ c, ∑ d, E a * G a b c d := by
  have swap : ∀ F : ι → ι → ι → ι → ℝ,
      ∑ a, ∑ b, ∑ c, ∑ d, F a b c d = ∑ a, ∑ b, ∑ c, ∑ d, F c d a b := by
    intro F
    have h : ∑ p : ι × ι, ∑ q : ι × ι, F p.1 p.2 q.1 q.2 =
        ∑ p : ι × ι, ∑ q : ι × ι, F q.1 q.2 p.1 p.2 := Finset.sum_comm
    simpa only [Fintype.sum_prod_type] using h
  -- each of the four particles carries the same sum, up to sign
  have h2 : ∑ a, ∑ b, ∑ c, ∑ d, E b * G a b c d =
      ∑ a, ∑ b, ∑ c, ∑ d, E a * G a b c d := by
    refine Finset.sum_comm.trans ?_
    refine Finset.sum_congr rfl fun x _ => Finset.sum_congr rfl fun y _ =>
      Finset.sum_congr rfl fun c _ => Finset.sum_congr rfl fun d _ => ?_
    rw [hs x y c d]
  have h3 : ∑ a, ∑ b, ∑ c, ∑ d, E c * G a b c d =
      -∑ a, ∑ b, ∑ c, ∑ d, E a * G a b c d := by
    refine (swap fun a b c d => E c * G a b c d).trans ?_
    have h : ∀ a b c d, E a * G c d a b = -(E a * G a b c d) := fun a b c d => by
      rw [hr a b c d]; ring
    simp only [h, Finset.sum_neg_distrib]
  have h4 : ∑ a, ∑ b, ∑ c, ∑ d, E d * G a b c d =
      -∑ a, ∑ b, ∑ c, ∑ d, E b * G a b c d := by
    refine (swap fun a b c d => E d * G a b c d).trans ?_
    have h : ∀ a b c d, E b * G c d a b = -(E b * G a b c d) := fun a b c d => by
      rw [hr a b c d]; ring
    simp only [h, Finset.sum_neg_distrib]
  simp only [add_mul, sub_mul, Finset.sum_add_distrib, Finset.sum_sub_distrib]
  linarith
```

Take $G_{ab,cd}=W_{ab,cd}(F_{cd,ab}-F_{ab,cd})$. The hypothesis `hs` makes it even and `hr` makes it odd. Physically, `hs` says that exchanging the incoming labels alone leaves the rate unchanged, as it does for antisymmetrised matrix elements, and `hr` is the reversal symmetry that golden-rule rates inherit from a Hermitian interaction. A rate built from the direct interaction alone may satisfy only $W_{ab,cd}=W_{ba,dc}$ in place of `hs`; averaging it over $c\leftrightarrow d$ then restores `hs` and leaves every $C_a$ unchanged. With the flux ratio,

$$4\dot E=\sum_{a,b,c,d}W_{ab,cd}\,\Delta\,(e^{\Delta/T}-1)F_{ab,cd}=\sum_{a,b,c,d}h_{ab,cd}.$$

```lean
/-- For rates symmetric under exchange of the incoming particles and under reversal, four
times the energy rate of a Fermi-Dirac distribution is the sum of the heating terms. -/
theorem energyRate_fermi_eq (E : ι → ℝ) (W : ι → ι → ι → ι → ℝ) (μ T : ℝ)
    (hs : ∀ a b c d, W a b c d = W b a c d) (hr : ∀ a b c d, W a b c d = W c d a b) :
    4 * energyRate E W (fermi E μ T) = ∑ a, ∑ b, ∑ c, ∑ d, heat E W μ T a b c d := by
  have key := sum_mismatch E (fun a b c d => W a b c d *
      (flux (fermi E μ T) c d a b - flux (fermi E μ T) a b c d))
    (fun a b c d => by simp only [flux]; rw [hs b a c d]; ring)
    (fun a b c d => by simp only [flux]; rw [hr c d a b]; ring)
  have hrate : energyRate E W (fermi E μ T) = ∑ a, ∑ b, ∑ c, ∑ d, E a * (W a b c d *
      (flux (fermi E μ T) c d a b - flux (fermi E μ T) a b c d)) := by
    simp only [energyRate, collision, Finset.mul_sum]
  rw [hrate]
  refine key.symm.trans ?_
  refine Finset.sum_congr rfl fun a _ => Finset.sum_congr rfl fun b _ =>
    Finset.sum_congr rfl fun c _ => Finset.sum_congr rfl fun d _ => ?_
  rw [reverse_flux E μ T a b c d, heat]
  ring
```

## When the energy rate vanishes

Every $h_{ab,cd}$ is nonnegative, so $\dot E\ge0$. If $\dot E=0$, each term vanishes, and a positive rate forces $\Delta=0$. Conversely, if every process has $W_{ab,cd}=0$ or $\Delta=0$, all terms vanish. The proof sums over quadruples `p` so that `Finset.sum_eq_zero_iff_of_nonneg` applies directly.

The statement concerns the instantaneous rate at a Fermi–Dirac occupation, not the later evolution.

```lean
/-- Numerical heating: for nonnegative rates symmetric under exchange of the incoming
particles and under reversal, collisions never lower the energy of a Fermi-Dirac distribution
with `T > 0`, and they keep it fixed iff every process with positive rate conserves energy. -/
theorem numerical_heating (E : ι → ℝ) (W : ι → ι → ι → ι → ℝ) (μ : ℝ) {T : ℝ} (hT : 0 < T)
    (hW : ∀ a b c d, 0 ≤ W a b c d)
    (hs : ∀ a b c d, W a b c d = W b a c d) (hr : ∀ a b c d, W a b c d = W c d a b) :
    0 ≤ energyRate E W (fermi E μ T) ∧
      (energyRate E W (fermi E μ T) = 0 ↔
        ∀ a b c d, 0 < W a b c d → E a + E b = E c + E d) := by
  have key : 4 * energyRate E W (fermi E μ T) =
      ∑ p : ι × ι × ι × ι, heat E W μ T p.1 p.2.1 p.2.2.1 p.2.2.2 := by
    rw [energyRate_fermi_eq E W μ T hs hr]
    simp only [Fintype.sum_prod_type]
  have hn : ∀ p ∈ (Finset.univ : Finset (ι × ι × ι × ι)),
      0 ≤ heat E W μ T p.1 p.2.1 p.2.2.1 p.2.2.2 :=
    fun p _ => (heat_sign E W μ hT _ _ _ _ (hW _ _ _ _)).1
  refine ⟨by linarith [Finset.sum_nonneg hn], fun h0 a b c d hpos => ?_, fun hE => ?_⟩
  · -- a vanishing sum of nonnegative terms has only vanishing terms
    rw [h0, mul_zero] at key
    have hz : heat E W μ T a b c d = 0 :=
      (Finset.sum_eq_zero_iff_of_nonneg hn).mp key.symm (a, b, c, d) (Finset.mem_univ _)
    by_contra hne
    exact ((heat_sign E W μ hT a b c d (hW a b c d)).2 hpos hne).ne' hz
  · have hz : ∀ a b c d, heat E W μ T a b c d = 0 := by
      intro a b c d
      rcases (hW a b c d).eq_or_lt with h | h
      · simp [heat, ← h]
      · have h1 : E a + E b - E c - E d = 0 := by linarith [hE a b c d h]
        simp [heat, h1]
    simp only [hz, Finset.sum_const_zero] at key
    linarith
```

## Lorentzian smearing

For $\eta>0$ the Lorentzian is positive at every $\Delta$ and even in $\Delta$. Thus $W$ inherits the symmetries of $M$, and $W_{ab,cd}>0$ exactly when $M_{ab,cd}>0$. Heating is then strict if and only if some process with $M_{ab,cd}>0$ has $\Delta\neq0$.

```lean
/-- With Lorentzian smearing of width `η > 0` and nonnegative, symmetric squared matrix
elements, a Fermi-Dirac distribution with `T > 0` gains energy iff some process with nonzero
matrix element has an energy mismatch. -/
theorem lorentzian_heating (E : ι → ℝ) (M : ι → ι → ι → ι → ℝ) (μ : ℝ) {T η : ℝ}
    (hT : 0 < T) (hη : 0 < η) (hM : ∀ a b c d, 0 ≤ M a b c d)
    (hs : ∀ a b c d, M a b c d = M b a c d) (hr : ∀ a b c d, M a b c d = M c d a b) :
    0 < energyRate E (lorentzRate M E η) (fermi E μ T) ↔
      ∃ a b c d, 0 < M a b c d ∧ E a + E b ≠ E c + E d := by
  have hL : ∀ a b c d, 0 < η / Real.pi / ((E a + E b - E c - E d) ^ 2 + η ^ 2) :=
    fun a b c d => div_pos (div_pos hη Real.pi_pos) (by positivity)
  -- the Lorentzian has tails everywhere, so smearing switches no process off
  have hpos : ∀ a b c d, 0 < lorentzRate M E η a b c d ↔ 0 < M a b c d :=
    fun a b c d => mul_pos_iff_of_pos_right (hL a b c d)
  obtain ⟨h0, hiff⟩ := numerical_heating E (lorentzRate M E η) μ hT
    (fun a b c d => mul_nonneg (hM a b c d) (hL a b c d).le)
    (fun a b c d => by
      unfold lorentzRate
      rw [hs a b c d, add_comm (E a) (E b)])
    (fun a b c d => by
      unfold lorentzRate
      rw [hr a b c d, show (E a + E b - E c - E d) ^ 2 = (E c + E d - E a - E b) ^ 2 by ring])
  constructor
  · intro h
    by_contra hn
    exact h.ne' (hiff.mpr fun a b c d hw => by_contra fun hE =>
      hn ⟨a, b, c, d, (hpos a b c d).mp hw, hE⟩)
  · rintro ⟨a, b, c, d, hm, hE⟩
    exact lt_of_le_of_ne h0 fun h => hE (hiff.mp h.symm a b c d ((hpos a b c d).mpr hm))

end SmearingHeating
```

The limit of small width follows by hand from the formula for $4\dot E$. With the states, $M$, $\mu$ and $T$ fixed,

$$\lim_{\eta\to0^+}\frac{4\dot E}{\eta}=\frac1\pi\sum_{\Delta\ne0}M_{ab,cd}\,F_{ab,cd}\,\frac{e^{\Delta/T}-1}{\Delta},$$

so the spurious heating fades linearly with the width. The rates of the processes with $\Delta\ne0$ fade in the same way, so this limit on a fixed grid is not the continuum limit of the collision integral.

```lean
#print axioms SmearingHeating.energyRate_fermi_eq
#print axioms SmearingHeating.lorentzian_heating
```

```
'SmearingHeating.energyRate_fermi_eq' depends on axioms: [propext, Classical.choice, Quot.sound]
'SmearingHeating.lorentzian_heating' depends on axioms: [propext, Classical.choice, Quot.sound]
```
